# An idempotent density matrix built from two orbitals that are not orthonormal

Two constant orbitals on the interval [0,1], with values 3/5 and 4/5, are each given weight one in a density matrix γ(x,y) = ∑ φ_i(x) φ_i(y)*. The theorem says that γ composed with itself over the interval gives back γ, although the orbitals are not orthonormal. They are unnormalised, with squared norms 9/25 and 16/25, and each becomes the constant 1, up to a phase, when normalised. The attempt first shows that γ is 1 everywhere, from which idempotency follows by integrating 1 over [0,1], and then refutes orthonormality through the overlap of the two orbitals, which is 12/25 and not 0.

The failing Lean file:

```lean
import Mathlib

open Matrix ComplexConjugate

namespace KernelIdempotency

noncomputable section

variable {ι : Type*} [Fintype ι] {a b : ℝ} {φ : ι → ℝ → ℂ}

/-- The density matrix `γ(x,y) = ∑ φ_i(x) conj φ_i(y)` summed from orbitals with weight one. -/
def gamma (φ : ι → ℝ → ℂ) (x y : ℝ) : ℂ := ∑ i, φ i x * conj (φ i y)

/-- The orbitals are orthonormal on `[a,b]`. -/
def IsOrthonormalOn [DecidableEq ι] (a b : ℝ) (φ : ι → ℝ → ℂ) : Prop :=
  ∀ i j, ∫ z in a..b, conj (φ i z) * φ j z = if i = j then 1 else 0

/-- The kernel `K`, composed with itself over `[a,b]`, gives back `K`. -/
def IsIdempotentOn (a b : ℝ) (K : ℝ → ℝ → ℂ) : Prop :=
  ∀ x ∈ Set.Icc a b, ∀ y ∈ Set.Icc a b, ∫ z in a..b, K x z * K z y = K x y

variable [DecidableEq ι]

/-- Two constant, hence linearly dependent, orbitals with values 3/5 and 4/5. -/
def constantPair : Fin 2 → ℝ → ℂ := fun i _ => ![3 / 5, 4 / 5] i

/-- The two constant orbitals have an idempotent density matrix on `[0,1]` but are not
orthonormal. -/
theorem constantPair_idempotent_not_orthonormal :
    IsIdempotentOn 0 1 (gamma constantPair) ∧ ¬ IsOrthonormalOn 0 1 constantPair := by
  have g : ∀ x y, gamma constantPair x y = 1 := by
    intro x y
    norm_num [gamma, constantPair, Fin.sum_univ_two]
  constructor
  · intro x _ y _
    simp [g]
  · intro h
    have h01 := h 0 1
    norm_num [constantPair] at h01

end

end KernelIdempotency
```

Messages:

```
Main.lean:31:48: error: unsolved goals
x y : ℝ
⊢ 3 / 5 * ((starRingEnd ℂ) 3 / (starRingEnd ℂ) 5) + 4 / 5 * ((starRingEnd ℂ) 4 / (starRingEnd ℂ) 5) = 1
```

Cause. The error is in the proof of `g`, the claim that the density matrix is 1 everywhere. `norm_num` unfolded the sum and moved conjugation inside each fraction, but left the conjugates of the numerals 3, 5, 4 and 5 unevaluated; `starRingEnd ℂ` in the message is complex conjugation. The remaining equation is true, but with those conjugates still in it `norm_num` could not finish the arithmetic.

The repair proves beforehand that 3/5 and 4/5 are their own conjugates. `h3` and `h4` get this from `Complex.conj_ofReal`, which says that conjugation fixes a real number, and `push_cast` turns the real fraction cast into ℂ into the complex fraction. In `g`, `rw` now expands the density matrix and its two-term sum, and `change` writes the orbital values out, so that each fraction stands whole under its conjugation, as `h3` and `h4` require. Rewriting with them removes the conjugations, and the last `norm_num` has only 9/25 + 16/25 = 1 to check.

The repair, with which the file compiles:

```diff
@@ -29,7 +29,19 @@
 theorem constantPair_idempotent_not_orthonormal :
     IsIdempotentOn 0 1 (gamma constantPair) ∧ ¬ IsOrthonormalOn 0 1 constantPair := by
+  -- the orbital values are real, so conjugation leaves them unchanged
+  have h3 : conj (3 / 5 : ℂ) = 3 / 5 := by
+    have h := Complex.conj_ofReal (3 / 5)
+    push_cast at h
+    exact h
+  have h4 : conj (4 / 5 : ℂ) = 4 / 5 := by
+    have h := Complex.conj_ofReal (4 / 5)
+    push_cast at h
+    exact h
   have g : ∀ x y, gamma constantPair x y = 1 := by
     intro x y
-    norm_num [gamma, constantPair, Fin.sum_univ_two]
+    rw [gamma, Fin.sum_univ_two]
+    change (3 / 5 : ℂ) * conj (3 / 5 : ℂ) + (4 / 5 : ℂ) * conj (4 / 5 : ℂ) = 1
+    rw [h3, h4]
+    norm_num
   constructor
   · intro x _ y _
```
